# Yukawa screening keeps the exchange slope finite at the Fermi momentum

An electron in a uniform gas lowers its energy by exchange with the same-spin electrons in the Fermi sphere, and how steeply this gain varies at the Fermi momentum k_F depends on the range of the interaction, taken here to be a static Yukawa interaction with a fixed screening wavenumber κ. The orbitals are plane waves and the sphere is fully occupied. Let **k** be the wavevector of the electron and **q** that of an occupied state, with lengths k and q. With x = k/k_F, y = q/k_F and s = κ/k_F, the exchange energy in Gaussian units is

Σ(k) = −(2e²k_F/π) F_s(x),

F_s(x) = (1/(4x)) ∫₀¹ y Λ(x,y) dy,

Λ(x,y) = ln(((x+y)² + s²)/((x−y)² + s²)).

For every s > 0, F_s is differentiable at x = 1, with

F_s′(1) = 1/2 − ((2+s²)/8) ln(1 + 4/s²).

Moreover, F_s decreases strictly on x > 0, and F_s′(1) → −∞ as s → 0⁺. In this static model of the homogeneous gas, exchange therefore adds a finite amount to the electron velocity at the Fermi surface, and that amount grows without bound as the screening is removed.

## From the Fermi sphere to the slope

The Yukawa interaction e² exp(−κr)/r, with e the elementary charge, has the Fourier transform 4πe²/(p² + κ²) at wavenumber p. The exchange energy Σ(k) is therefore −1/(2π)³ times the integral of 4πe²/(|**k** − **q**|² + κ²) over the sphere q < k_F. Let t be the cosine of the angle between **k** and **q**. The azimuthal integral gives 2π, which goes into the prefactor of Σ, and leaves

F_s(x) = (1/2) ∫₀¹ y² ∫₋₁¹ dt/(x² + y² − 2xyt + s²) dy.

A primitive in t is −ln(x² + y² − 2xyt + s²)/(2xy), so the inner integral is Λ(x,y)/(2xy). This gives the single integral above.

For the radial integral, put P = (x+y)² + s² and M = (x−y)² + s², and consider

G(y) = ((y²+s²−x²)/2) Λ(x,y) + 2xy − 2sx[arctan((x+y)/s) − arctan((x−y)/s)].

Its derivative is

G′(y) = yΛ + (y²+s²−x²)[(x+y)/P + (x−y)/M] + 2x − 2s²x(1/P + 1/M).

Since y²+s²−x² equals both P − 2x(x+y) and M − 2x(x−y), the second term is −2x + 2s²x(1/P + 1/M). Hence G′(y) = yΛ(x,y). Also G(0) = 0, so F_s(x) = G(1)/(4x), that is,

F_s(x) = 1/2 + ((1+s²−x²)/(8x)) Λ(x,1) − (s/2)[arctan((x+1)/s) − arctan((x−1)/s)].

Now differentiate in x, with P and M taken at y = 1. The coefficient of Λ has derivative −(1+s²+x²)/(8x²). The other terms are

((1+s²−x²)/(4x))[(x+1)/P − (x−1)/M] − (s²/2)(1/P − 1/M).

Using 1+s²−x² = P − 2x(x+1) = M − 2x(x−1), the first of these becomes 1/(2x) + (s²/2)(1/P − 1/M), and the contribution of the arctangents cancels. Thus

F_s′(x) = 1/(2x) − ((1+s²+x²)/(8x²)) Λ(x,1).

At x = 1, Λ(1,1) = ln((4+s²)/s²), which gives the stated slope.

For the sign, let u = 4x/M > 0. Then 1+u = P/M and 2u/(u+2) = 4x/(1+s²+x²). The difference ln(1+u) − 2u/(u+2) vanishes at u = 0 and has derivative u²/((1+u)(u+2)²) > 0, so Λ(x,1) > 4x/(1+s²+x²). Inserting this bound gives F_s′(x) < 0.

Finally, ln(1+4/s²) is nonnegative and at least −2 ln s, while (2+s²)/8 ≥ 1/4. Therefore

F_s′(1) ≤ 1/2 + (1/2) ln s,

and the right side tends to −∞ as s → 0⁺.

## The exchange factor in Lean

```lean
import Mathlib

open Filter Topology

namespace ScreenedExchangeElectronGas

noncomputable section
```

All wavenumbers are real numbers in units of k_F. The function `screenedLog s x y` is Λ(x,y); the letter `s` is a screening wavenumber, not the density parameter r_s.

```lean
/-- The logarithm `ln(((x+y)² + s²)/((x-y)² + s²))` for momenta `x`, `y` and screening
wavenumber `s`, all in units of the Fermi momentum; its domain is `s ≠ 0` or `x ≠ ±y`. -/
def screenedLog (s x y : ℝ) : ℝ :=
  Real.log (((x + y) ^ 2 + s ^ 2) / ((x - y) ^ 2 + s ^ 2))
```

The name `screenedExchange` denotes the positive factor F_s, without the energy prefactor or its minus sign. At x = 0 Lean's division convention makes it 0 instead of the physical limit, and the theorems about it take x > 0.

```lean
/-- The screened exchange factor of the electron gas at reduced momentum `x = k/k_F`,
for `x ≠ 0` and screening wavenumber `s > 0`. -/
def screenedExchange (s x : ℝ) : ℝ :=
  1 / (4 * x) * ∫ y in (0 : ℝ)..1, y * screenedLog s x y
```

## The angular integral and the Fermi sphere

The hypothesis `0 < s` stands for a finite screening length. It keeps the denominator positive over the whole angular range, as `hpos` records. The proof then differentiates the logarithmic primitive and evaluates it at t = ±1.

```lean
/-- For `s > 0` and two momenta of lengths `x > 0` and `y > 0`, the integral of the Yukawa factor
`1/(x² + y² - 2xyt + s²)` over the cosine `t` of the angle between them is the screened logarithm
divided by `2xy`. -/
theorem yukawa_angular_integral {s x y : ℝ} (hs : 0 < s) (hx : 0 < x) (hy : 0 < y) :
    ∫ t in (-1 : ℝ)..1, 1 / (x ^ 2 + y ^ 2 - 2 * x * y * t + s ^ 2)
      = screenedLog s x y / (2 * x * y) := by
  have hpos : ∀ t ∈ Set.uIcc (-1 : ℝ) 1, 0 < x ^ 2 + y ^ 2 - 2 * x * y * t + s ^ 2 := by
    intro t ht
    rw [Set.uIcc_of_le (by norm_num)] at ht
    nlinarith [mul_nonneg (mul_pos hx hy).le (sub_nonneg.2 ht.2), sq_nonneg (x - y),
      pow_pos hs 2]
  have hd : ∀ t ∈ Set.uIcc (-1 : ℝ) 1, HasDerivAt
      (fun t => -(Real.log (x ^ 2 + y ^ 2 - 2 * x * y * t + s ^ 2) / (2 * x * y)))
      (1 / (x ^ 2 + y ^ 2 - 2 * x * y * t + s ^ 2)) t := by
    intro t ht
    have hE := (hpos t ht).ne'
    refine ((((((hasDerivAt_id' t).const_mul (2 * x * y)).const_sub
      (x ^ 2 + y ^ 2)).add_const (s ^ 2)).log hE).div_const (2 * x * y)).fun_neg.congr_deriv ?_
    field_simp
  have hint : IntervalIntegrable
      (fun t : ℝ => 1 / (x ^ 2 + y ^ 2 - 2 * x * y * t + s ^ 2)) MeasureTheory.volume (-1) 1 :=
    (ContinuousOn.div continuousOn_const (by fun_prop)
      (fun t ht => (hpos t ht).ne')).intervalIntegrable
  have e1 : x ^ 2 + y ^ 2 - 2 * x * y * 1 + s ^ 2 = (x - y) ^ 2 + s ^ 2 := by ring
  have e2 : x ^ 2 + y ^ 2 - 2 * x * y * (-1) + s ^ 2 = (x + y) ^ 2 + s ^ 2 := by ring
  rw [intervalIntegral.integral_eq_sub_of_hasDerivAt hd hint, e1, e2, screenedLog,
    Real.log_div (by positivity) (by positivity)]
  ring
```

The next theorem ties the definition to the double integral over the sphere; the azimuthal factor and the prefactor of Σ remain in the derivation above. The point y = 0 is treated separately, because the angular formula needs y > 0; both integrands vanish there.

```lean
/-- For `x > 0` and `s > 0` the screened exchange factor is half the double integral of
`y²/(x² + y² - 2xyt + s²)` over the radial variable `y` from 0 to 1 and the angular variable `t`
from -1 to 1. -/
theorem screenedExchange_eq_fermi_sphere {s x : ℝ} (hs : 0 < s) (hx : 0 < x) :
    screenedExchange s x = 1 / 2 * ∫ y in (0 : ℝ)..1, y ^ 2 *
      ∫ t in (-1 : ℝ)..1, 1 / (x ^ 2 + y ^ 2 - 2 * x * y * t + s ^ 2) := by
  have h : (∫ y in (0 : ℝ)..1, y ^ 2 *
      ∫ t in (-1 : ℝ)..1, 1 / (x ^ 2 + y ^ 2 - 2 * x * y * t + s ^ 2))
      = ∫ y in (0 : ℝ)..1, 1 / (2 * x) * (y * screenedLog s x y) := by
    apply intervalIntegral.integral_congr
    intro y hy
    rw [Set.uIcc_of_le zero_le_one] at hy
    rcases hy.1.eq_or_lt with rfl | h
    · simp
    · beta_reduce
      rw [yukawa_angular_integral hs hx h]
      field_simp
  rw [h, intervalIntegral.integral_const_mul, screenedExchange]
  ring
```

## A closed form by an explicit primitive

Two derivative rules supply the calculus. The first lets either argument of Λ vary, so it serves both the radial integration and the later differentiation in x.

```lean
/-- Rate of change of the screened logarithm when both momenta vary, for `s > 0`. -/
theorem hasDerivAt_screenedLog {s t a' b' : ℝ} {a b : ℝ → ℝ} (hs : 0 < s)
    (ha : HasDerivAt a a' t) (hb : HasDerivAt b b' t) :
    HasDerivAt (fun t => screenedLog s (a t) (b t))
      (2 * (a t + b t) * (a' + b') / ((a t + b t) ^ 2 + s ^ 2)
        - 2 * (a t - b t) * (a' - b') / ((a t - b t) ^ 2 + s ^ 2)) t := by
  have e : (fun t => screenedLog s (a t) (b t)) = fun t =>
      Real.log ((a t + b t) ^ 2 + s ^ 2) - Real.log ((a t - b t) ^ 2 + s ^ 2) :=
    funext fun t => Real.log_div (by positivity) (by positivity)
  have hp : (a t + b t) ^ 2 + s ^ 2 ≠ 0 := by positivity
  have hm : (a t - b t) ^ 2 + s ^ 2 ≠ 0 := by positivity
  rw [e]
  refine (((((ha.fun_add hb).fun_pow 2).add_const (s ^ 2)).log hp).fun_sub
    ((((ha.fun_sub hb).fun_pow 2).add_const (s ^ 2)).log hm)).congr_deriv ?_
  norm_num

/-- Rate of change of `arctan(g/s)` for a varying momentum `g` and `s > 0`. -/
theorem hasDerivAt_arctan_div {s t g' : ℝ} {g : ℝ → ℝ} (hs : 0 < s)
    (hg : HasDerivAt g g' t) :
    HasDerivAt (fun t => Real.arctan (g t / s)) (s * g' / (g t ^ 2 + s ^ 2)) t := by
  refine (hg.div_const s).arctan.congr_deriv ?_
  have hD : g t ^ 2 + s ^ 2 ≠ 0 := by positivity
  have h : 1 + (g t / s) ^ 2 = (g t ^ 2 + s ^ 2) / s ^ 2 := by
    rw [div_pow, add_div, div_self (pow_ne_zero 2 hs.ne')]
    ring
  rw [h]
  field_simp
```

In the closed form, `hd` is the statement G′(y) = yΛ(x,y). Its last two tactics, `field_simp` and `ring`, carry out the algebra done above with P and M. The fundamental theorem of calculus and `h0`, which says Λ(x,0) = 0, finish the evaluation.

```lean
/-- Closed form of the screened exchange factor for `x > 0` and `s > 0`. -/
theorem screenedExchange_closed_form {s x : ℝ} (hs : 0 < s) (hx : 0 < x) :
    screenedExchange s x = 1 / 2 + (1 + s ^ 2 - x ^ 2) / (8 * x) * screenedLog s x 1
      - s / 2 * (Real.arctan ((x + 1) / s) - Real.arctan ((x - 1) / s)) := by
  have h1 : ∀ y, HasDerivAt (fun y => screenedLog s x y)
      (2 * (x + y) / ((x + y) ^ 2 + s ^ 2) + 2 * (x - y) / ((x - y) ^ 2 + s ^ 2)) y :=
    fun y => (hasDerivAt_screenedLog hs (hasDerivAt_const y x)
      (hasDerivAt_id' y)).congr_deriv (by ring)
  -- an explicit primitive in the radial variable
  have hd : ∀ y, HasDerivAt (fun y => (y ^ 2 + s ^ 2 - x ^ 2) / 2 * screenedLog s x y
      + 2 * x * y - 2 * s * x * (Real.arctan ((x + y) / s) - Real.arctan ((x - y) / s)))
      (y * screenedLog s x y) y := by
    intro y
    have hq : HasDerivAt (fun y : ℝ => y ^ 2) (2 * y) y := by simpa using hasDerivAt_pow 2 y
    have h2 := hasDerivAt_arctan_div hs ((hasDerivAt_id' y).const_add x)
    have h3 := hasDerivAt_arctan_div hs ((hasDerivAt_id' y).const_sub x)
    refine ((((((hq.add_const (s ^ 2)).sub_const (x ^ 2)).div_const 2).fun_mul (h1 y)).fun_add
      ((hasDerivAt_id' y).const_mul (2 * x))).fun_sub
      ((h2.fun_sub h3).const_mul (2 * s * x))).congr_deriv ?_
    have hp : (x + y) ^ 2 + s ^ 2 ≠ 0 := by positivity
    have hm : (x - y) ^ 2 + s ^ 2 ≠ 0 := by positivity
    field_simp
    ring
  have hc : Continuous (fun y => y * screenedLog s x y) :=
    continuous_id.mul (continuous_iff_continuousAt.2 fun y => (h1 y).continuousAt)
  have h0 : screenedLog s x 0 = 0 := by
    rw [screenedLog, add_zero, sub_zero, div_self (by positivity), Real.log_one]
  rw [screenedExchange, intervalIntegral.integral_eq_sub_of_hasDerivAt (fun y _ => hd y)
    (hc.intervalIntegrable 0 1)]
  simp only [h0, add_zero, sub_zero]
  field_simp
  ring
```

## The slope at and away from the Fermi momentum

`HasDerivAt` states both that the two-sided derivative exists and what it is. Since the closed form was proved for positive momenta, the proof uses it in a neighbourhood of x; the final algebra removes the arctangents.

```lean
/-- For `s > 0` the screened exchange factor is differentiable at every `x > 0`, with the
slope given here. -/
theorem hasDerivAt_screenedExchange {s x : ℝ} (hs : 0 < s) (hx : 0 < x) :
    HasDerivAt (screenedExchange s)
      (1 / (2 * x) - (1 + s ^ 2 + x ^ 2) / (8 * x ^ 2) * screenedLog s x 1) x := by
  have hq : HasDerivAt (fun x : ℝ => x ^ 2) (2 * x) x := by simpa using hasDerivAt_pow 2 x
  have h1 := hasDerivAt_screenedLog hs (hasDerivAt_id' x) (hasDerivAt_const x (1 : ℝ))
  have h2 := hasDerivAt_arctan_div hs ((hasDerivAt_id' x).add_const 1)
  have h3 := hasDerivAt_arctan_div hs ((hasDerivAt_id' x).sub_const 1)
  have h4 := (hq.const_sub (1 + s ^ 2)).fun_div ((hasDerivAt_id' x).const_mul 8)
    (by positivity)
  have h := ((h4.fun_mul h1).const_add (1 / 2)).fun_sub ((h2.fun_sub h3).const_mul (s / 2))
  refine (h.congr_of_eventuallyEq ?_).congr_deriv ?_
  · filter_upwards [Ioi_mem_nhds hx] with z hz
    exact screenedExchange_closed_form hs hz
  · -- the arctangents drop out of the slope
    have hp : (x + 1) ^ 2 + s ^ 2 ≠ 0 := by positivity
    have hm : (x - 1) ^ 2 + s ^ 2 ≠ 0 := by positivity
    field_simp
    ring
```

Setting x = 1 and simplifying the logarithm gives the slope at the Fermi momentum.

```lean
/-- For `s > 0` the screened exchange factor is differentiable at the Fermi momentum `x = 1`,
with slope `1/2 - (2 + s²)/8 · ln(1 + 4/s²)`. -/
theorem hasDerivAt_fermi_momentum {s : ℝ} (hs : 0 < s) :
    HasDerivAt (screenedExchange s)
      (1 / 2 - (2 + s ^ 2) / 8 * Real.log (1 + 4 / s ^ 2)) 1 := by
  refine (hasDerivAt_screenedExchange hs one_pos).congr_deriv ?_
  have e : (((1 : ℝ) + 1) ^ 2 + s ^ 2) / ((1 - 1) ^ 2 + s ^ 2) = 1 + 4 / s ^ 2 := by
    have h : ((1 : ℝ) - 1) ^ 2 + s ^ 2 = s ^ 2 := by ring
    rw [h, add_div, div_self (pow_ne_zero 2 hs.ne')]
    ring
  rw [screenedLog, e]
  ring
```

`StrictAntiOn` on `Set.Ioi 0` means strict decrease over all x > 0, inside and outside the Fermi sphere. Since Σ carries a minus sign, the exchange energy rises with momentum. The proof obtains u, proves the lower bound on Λ(x,1) as `key`, and concludes that the derivative is negative.

```lean
/-- For `s > 0` the screened exchange factor decreases strictly with momentum on `x > 0`. -/
theorem screenedExchange_strictAntiOn {s : ℝ} (hs : 0 < s) :
    StrictAntiOn (screenedExchange s) (Set.Ioi 0) := by
  refine strictAntiOn_of_deriv_neg (convex_Ioi 0) (fun x hx =>
    (hasDerivAt_screenedExchange hs hx).continuousAt.continuousWithinAt) ?_
  intro x hx'
  have hx : 0 < x := by simpa using hx'
  have hD : (x - 1) ^ 2 + s ^ 2 ≠ 0 := by positivity
  obtain ⟨u, hu, huD⟩ : ∃ u : ℝ, 0 < u ∧ u * ((x - 1) ^ 2 + s ^ 2) = 4 * x :=
    ⟨4 * x / ((x - 1) ^ 2 + s ^ 2), by positivity, div_mul_cancel₀ _ hD⟩
  -- the bound ln(1+u) > 2u/(u+2) fixes the sign of the slope
  have key : 4 * x / (1 + s ^ 2 + x ^ 2) < screenedLog s x 1 := by
    have e1 : 1 + u = ((x + 1) ^ 2 + s ^ 2) / ((x - 1) ^ 2 + s ^ 2) := by
      rw [eq_div_iff hD]
      linear_combination huD
    have e2 : 2 * u / (u + 2) = 4 * x / (1 + s ^ 2 + x ^ 2) := by
      rw [div_eq_div_iff (by positivity) (by positivity)]
      linear_combination 2 * huD
    rw [screenedLog, ← e1, ← e2]
    exact Real.lt_log_one_add_of_pos hu
  have hc : (1 + s ^ 2 + x ^ 2) / (8 * x ^ 2) * (4 * x / (1 + s ^ 2 + x ^ 2))
      = 1 / (2 * x) := by
    rw [div_mul_div_comm, div_eq_div_iff (by positivity) (by positivity)]
    ring
  have hlt := mul_lt_mul_of_pos_left key
    (show 0 < (1 + s ^ 2 + x ^ 2) / (8 * x ^ 2) by positivity)
  rw [(hasDerivAt_screenedExchange hs hx).deriv]
  linarith
```

## Removing the screening

The last theorem keeps x = 1 fixed and sends s to zero from above, written `𝓝[>] 0`. Setting s = 0 first and letting x approach 1 is a different limit, in which the slope also tends to minus infinity. The proof compares the slope with 1/2 + (1/2) ln s, as in the derivation.

```lean
/-- The slope of the screened exchange factor at the Fermi momentum tends to minus infinity
as the screening wavenumber tends to zero from above. -/
theorem fermi_slope_tendsto_atBot :
    Tendsto (fun s => deriv (screenedExchange s) 1) (𝓝[>] 0) atBot := by
  have hlim : Tendsto (fun s : ℝ => 1 / 2 + 1 / 2 * Real.log s) (𝓝[>] 0) atBot :=
    tendsto_atBot_add_const_left _ (1 / 2)
      (Real.tendsto_log_nhdsGT_zero.const_mul_atBot (by norm_num : (0 : ℝ) < 1 / 2))
  refine tendsto_atBot_mono' _ ?_ hlim
  filter_upwards [self_mem_nhdsWithin] with s hs'
  have hs : 0 < s := hs'
  have hi : 0 < (s ^ 2)⁻¹ := by positivity
  have hdiv : 4 / s ^ 2 = 4 * (s ^ 2)⁻¹ := div_eq_mul_inv _ _
  have hl : -2 * Real.log s ≤ Real.log (1 + 4 / s ^ 2) := by
    calc -2 * Real.log s = Real.log ((s ^ 2)⁻¹) := by
          rw [Real.log_inv, Real.log_pow]
          push_cast
          ring
      _ ≤ Real.log (1 + 4 / s ^ 2) := Real.log_le_log hi (by linarith)
  have h0 : 0 ≤ Real.log (1 + 4 / s ^ 2) := Real.log_nonneg (by linarith)
  rw [(hasDerivAt_fermi_momentum hs).deriv]
  nlinarith [mul_nonneg (sq_nonneg s) h0]

end

end ScreenedExchangeElectronGas
```

```lean
#print axioms ScreenedExchangeElectronGas.screenedExchange_eq_fermi_sphere
-- 'ScreenedExchangeElectronGas.screenedExchange_eq_fermi_sphere' depends on axioms: [propext, Classical.choice, Quot.sound]
#print axioms ScreenedExchangeElectronGas.screenedExchange_strictAntiOn
-- 'ScreenedExchangeElectronGas.screenedExchange_strictAntiOn' depends on axioms: [propext, Classical.choice, Quot.sound]
#print axioms ScreenedExchangeElectronGas.fermi_slope_tendsto_atBot
-- 'ScreenedExchangeElectronGas.fermi_slope_tendsto_atBot' depends on axioms: [propext, Classical.choice, Quot.sound]
```

A real metal has a crystal lattice and a screened interaction that depends on frequency. The model replaces them by a uniform gas and a Yukawa form with constant s, and the hypothesis s > 0 does not justify either replacement.
